# Every set of 4×4 Dirac matrices has a charge-conjugation matrix

Take two matrices of size two,
$$a=\begin{pmatrix}1&0\\0&-1\end{pmatrix},\qquad b=\begin{pmatrix}0&1\\-1&0\end{pmatrix},\qquad ab=-ba,$$
and look for an invertible matrix $C$ with $CaC^{-1}=-a^T$ and $CbC^{-1}=-b^T$. Since $b^T=-b$, the identity works for $b$; since $a^T=a$, it has the wrong sign for $a$. The product $ab$ anticommutes with both matrices, so $(ab)a=-b$ anticommutes with $a$ and commutes with $b$. Multiplying the identity by it repairs $a$ and leaves $b$ alone: $C=-b$ works for both. In four dimensions the indices are treated one at a time: a projection onto the matrices with the right sign is tried first, and the repair above is used when that projection gives zero. Invertibility is proved separately.

```lean
import Mathlib

open Matrix

namespace ChargeConjugationExistence

noncomputable section
```

Dirac spinors have four complex components. The signs $s_0=1$, $s_1=s_2=s_3=-1$ are `sgn`, and the metric is $\eta^{mn}=s_m\delta_{mn}$.

```lean
/-- Complex 4 by 4 matrices acting on Dirac spinors. -/
abbrev M4 := Matrix (Fin 4) (Fin 4) ℂ

/-- The diagonal entries (+,-,-,-) of the Minkowski metric. -/
def sgn (m : Fin 4) : ℂ := if m = 0 then 1 else -1
```

The matrices $g^0,\dots,g^3$ are `g 0` to `g 3`. The only condition on them is $g^mg^n+g^ng^m=2\eta^{mn}\mathbf 1$, which gives $(\sum_m p_mg^m)^2=(p_0^2-p_1^2-p_2^2-p_3^2)\mathbf 1$ for any numbers $p_m$, the combination that appears in the relativistic energy-momentum relation. Hermiticity is not assumed.

```lean
/-- The Clifford relation of the Dirac matrices with metric (+,-,-,-). -/
def IsClifford (g : Fin 4 → M4) : Prop :=
  ∀ m n, g m * g n + g n * g m = (2 * Matrix.diagonal sgn m n) • (1 : M4)
```

Write $\Gamma=g^0g^1g^2g^3$ and, for covariant momentum components $p_m$, $\slashed p=\sum_m p_mg^m$.

```lean
/-- The product of the four Dirac matrices, proportional to the chirality matrix. -/
def chir (g : Fin 4 → M4) : M4 := g 0 * g 1 * g 2 * g 3

/-- The momentum contracted with the Dirac matrices; `p` holds the covariant components. -/
def slash (g : Fin 4 → M4) (p : Fin 4 → ℂ) : M4 := ∑ m, p m • g m
```

### (a) The square of a metric sign

Show that $s_m^2=1$. Both possible values, $1$ and $-1$, square to one.

```lean
lemma sgn_mul (m : Fin 4) : sgn m * sgn m = 1 := by
  unfold sgn; split_ifs <;> norm_num
```

### (b) Metric signs are nonzero

Show that $s_m\neq0$. The same two cases settle it.

```lean
lemma sgn_ne (m : Fin 4) : sgn m ≠ 0 := by
  unfold sgn; split_ifs <;> norm_num
```

### (c) The square of a Dirac matrix

Show that $(g^m)^2=s_m\mathbf 1$. Put $n=m$ in the Clifford relation and halve it.

```lean
variable {g : Fin 4 → M4}

lemma IsClifford.square (h : IsClifford g) (m : Fin 4) : g m * g m = sgn m • (1 : M4) := by
  have h1 := h m m
  rw [Matrix.diagonal_apply_eq] at h1
  linear_combination (norm := module) (1 / 2 : ℂ) • h1
```

### (d) Different Dirac matrices anticommute

Show that $g^mg^n+g^ng^m=0$ for $m\neq n$. The off-diagonal metric entry vanishes.

```lean
lemma IsClifford.anti (h : IsClifford g) {m n : Fin 4} (hmn : m ≠ n) :
    g m * g n + g n * g m = 0 := by
  rw [h m n, Matrix.diagonal_apply_ne _ hmn, mul_zero, zero_smul]
```

### (e) The fourfold product anticommutes with each factor

Show that $\Gamma g^m+g^m\Gamma=0$. Moving $g^m$ through $\Gamma$ passes three different matrices, each giving a minus sign, and itself, giving none. The total sign is $(-1)^3$. In the code each of the four cases is a combination of three anticommutators, checked by `noncomm_ring`.

```lean
/-- The product of all four Dirac matrices anticommutes with each of them. -/
theorem chir_anticomm (h : IsClifford g) (m : Fin 4) : chir g * g m + g m * chir g = 0 := by
  have H : ∀ i j : Fin 4, i ≠ j → g i * g j + g j * g i = 0 := fun i j hij => h.anti hij
  unfold chir
  fin_cases m
  · change g 0 * g 1 * g 2 * g 3 * g 0 + g 0 * (g 0 * g 1 * g 2 * g 3) = 0
    linear_combination (norm := noncomm_ring) g 0 * g 1 * g 2 * H 3 0 (by decide)
      - g 0 * g 1 * H 2 0 (by decide) * g 3 + g 0 * H 1 0 (by decide) * g 2 * g 3
  · change g 0 * g 1 * g 2 * g 3 * g 1 + g 1 * (g 0 * g 1 * g 2 * g 3) = 0
    linear_combination (norm := noncomm_ring) g 0 * g 1 * g 2 * H 3 1 (by decide)
      - g 0 * g 1 * H 2 1 (by decide) * g 3 + H 0 1 (by decide) * g 1 * g 2 * g 3
  · change g 0 * g 1 * g 2 * g 3 * g 2 + g 2 * (g 0 * g 1 * g 2 * g 3) = 0
    linear_combination (norm := noncomm_ring) g 0 * g 1 * g 2 * H 3 2 (by decide)
      + H 2 0 (by decide) * g 1 * g 2 * g 3 - g 0 * H 2 1 (by decide) * g 2 * g 3
  · change g 0 * g 1 * g 2 * g 3 * g 3 + g 3 * (g 0 * g 1 * g 2 * g 3) = 0
    linear_combination (norm := noncomm_ring) H 3 0 (by decide) * g 1 * g 2 * g 3
      - g 0 * H 3 1 (by decide) * g 2 * g 3 + g 0 * g 1 * H 3 2 (by decide) * g 3
```

### (f) Multiplication by a Dirac matrix loses nothing

Show that $Y\neq0$ implies $Yg^m\neq0$. If $Yg^m=0$, then $0=Yg^mg^m=s_mY$, so $Y=0$.

```lean
lemma mul_ne (h : IsClifford g) {Y : M4} (hY : Y ≠ 0) (m : Fin 4) : Y * g m ≠ 0 := by
  intro h0
  have h1 : sgn m • Y = 0 := by
    calc sgn m • Y = Y * g m * g m := by rw [mul_assoc, h.square, mul_smul_comm, mul_one]
      _ = 0 := by rw [h0, zero_mul]
  exact smul_ne_zero (sgn_ne m) hY h1
```

### (g) Repairing one index

Given $X\neq0$, find $Y\neq0$ with
$$(g^m)^TY=-Yg^m,$$
such that the same relation survives for every $n\neq m$ for which $X$ had it.

Try $Y=X-s_m(g^m)^TXg^m$. By (a) and (c),
$$(g^m)^TY=(g^m)^TX-Xg^m=-Yg^m.$$
If $X$ obeys the relation for $n\ne m$, then
$$(g^n)^T(g^m)^TXg^m=-(g^m)^T(g^n)^TXg^m=(g^m)^TXg^ng^m=-(g^m)^TXg^mg^n,$$
so both terms of $Y$ obey it.

If this $Y$ vanishes, multiplying $X=s_m(g^m)^TXg^m$ by $(g^m)^T$ gives $(g^m)^TX=Xg^m$, the wrong sign. Take $Y=X\Gamma g^m$, nonzero by (f). The factor $\Gamma g^m$ anticommutes with $g^m$ and commutes with the other $g^n$, so only the sign for $m$ changes. The `by_cases` line separates these two situations.

A program given numerical Dirac matrices can run this step four times, starting from the identity, to obtain $C$; in floating point the test for zero needs a tolerance.

```lean
/-- A nonzero matrix can be changed into a nonzero one that obeys the charge-conjugation
relation for the index `m`, keeping the relation for every other index where it held. -/
theorem conjugation_step (h : IsClifford g) (m : Fin 4) {X : M4} (hX : X ≠ 0) :
    ∃ Y : M4, Y ≠ 0 ∧ (g m)ᵀ * Y = -(Y * g m) ∧
      ∀ n, n ≠ m → (g n)ᵀ * X = -(X * g n) → (g n)ᵀ * Y = -(Y * g n) := by
  have hT : (g m)ᵀ * (g m)ᵀ = sgn m • (1 : M4) := by
    rw [← transpose_mul, h.square, transpose_smul, transpose_one]
  have e1 : (g m)ᵀ * ((g m)ᵀ * X * g m) = sgn m • (X * g m) := by
    rw [← mul_assoc, ← mul_assoc, hT, smul_mul_assoc, one_mul, smul_mul_assoc]
  have e2 : (g m)ᵀ * X * g m * g m = sgn m • ((g m)ᵀ * X) := by
    rw [mul_assoc, h.square, mul_smul_comm, mul_one]
  by_cases hY : X - sgn m • ((g m)ᵀ * X * g m) = 0
  · -- the projection vanishes: X has the wrong sign for m, which chir g * g m flips
    have e4 : (g m)ᵀ * X = X * g m := by
      have h1 := congrArg (fun Z => (g m)ᵀ * Z) (sub_eq_zero.mp hY)
      simp only [mul_smul_comm, e1, smul_smul, sgn_mul, one_smul] at h1
      exact h1
    refine ⟨X * (chir g * g m), ?_, ?_, fun n hn hXn => ?_⟩
    · have h5 := mul_ne h (mul_ne h (mul_ne h (mul_ne h (mul_ne h hX 0) 1) 2) 3) m
      simpa only [chir, mul_assoc] using h5
    · linear_combination (norm := noncomm_ring) e4 * chir g * g m + X * chir_anticomm h m * g m
    · linear_combination (norm := noncomm_ring) hXn * chir g * g m
        - X * chir_anticomm h n * g m + X * chir g * h.anti hn
  · refine ⟨_, hY, ?_, fun n hn hXn => ?_⟩
    · rw [mul_sub, sub_mul, mul_smul_comm, smul_mul_assoc, e1, e2, smul_smul, smul_smul,
        sgn_mul, one_smul, one_smul]
      abel
    · have hnT : (g n)ᵀ * (g m)ᵀ + (g m)ᵀ * (g n)ᵀ = 0 := by
        rw [← transpose_mul, ← transpose_mul, ← transpose_add, h.anti hn.symm, transpose_zero]
      have e3 : (g n)ᵀ * ((g m)ᵀ * X * g m) = -((g m)ᵀ * X * g m * g n) := by
        linear_combination (norm := noncomm_ring) hnT * X * g m - (g m)ᵀ * hXn * g m
          + (g m)ᵀ * X * h.anti hn
      rw [mul_sub, sub_mul, mul_smul_comm, smul_mul_assoc, hXn, e3, smul_neg]
      abel
```

### (h) An eigenvector from any vector

Let $T^2=c^2\mathbf 1$ with $c\neq0$, and $u\neq0$. Find $a$ and $e\neq0$ such that $v=Tu+au$ is nonzero and $Tv=ev$.

If $Tu+cu\neq0$, take $a=e=c$, since $T(Tu+cu)=c^2u+cTu$. Otherwise $Tu=-cu$, and $a=0$, $e=-c$ work.

```lean
lemma eigen_split (T : M4) {c : ℂ} (hc : c ≠ 0) (hT : T * T = (c * c) • (1 : M4))
    {u : Fin 4 → ℂ} (hu : u ≠ 0) : ∃ a e : ℂ, e ≠ 0 ∧ T *ᵥ u + a • u ≠ 0 ∧
      T *ᵥ (T *ᵥ u + a • u) = e • (T *ᵥ u + a • u) := by
  have hTT : T *ᵥ (T *ᵥ u) = (c * c) • u := by
    rw [mulVec_mulVec, hT, smul_mulVec, one_mulVec]
  by_cases h : T *ᵥ u + c • u = 0
  · have h1 : T *ᵥ u = (-c) • u := by linear_combination (norm := module) h
    refine ⟨0, -c, neg_ne_zero.2 hc, ?_, ?_⟩
    · rw [zero_smul, add_zero, h1]
      exact smul_ne_zero (neg_ne_zero.2 hc) hu
    · rw [zero_smul, add_zero, h1, mulVec_smul, h1]
  · exact ⟨c, c, hc, h, by rw [mulVec_add, mulVec_smul, hTT]; module⟩
```

### (i) Moving an eigenvector

If $AB=sBA$ and $Aw=ew$, show that $A(Bw)=se\,Bw$. Indeed $ABw=sBAw=se\,Bw$.

```lean
lemma transport {A B : M4} {s e : ℂ} {w : Fin 4 → ℂ} (h : A * B = s • (B * A))
    (hw : A *ᵥ w = e • w) : A *ᵥ (B *ᵥ w) = (s * e) • (B *ᵥ w) := by
  rw [mulVec_mulVec, h, smul_mulVec, ← mulVec_mulVec, hw, mulVec_smul, smul_smul]
```

### (j) Irreducibility

Show that a subspace $p$ of spinor space mapped into itself by all $g^m$ is $\{0\}$ or everything.

Let $p\neq\{0\}$. Since $(g^0)^2=\mathbf 1$ and $(g^1g^2)^2=-\mathbf 1$, and the two commute, applying (h) twice gives a nonzero $w\in p$ with $g^0w=ew$, $g^1g^2w=fw$ and $e,f\neq0$. By (i) the eigenvalue pairs are:

| vector | $g^0$ | $g^1g^2$ |
|---|---|---|
| $w$ | $e$ | $f$ |
| $g^1w$ | $-e$ | $-f$ |
| $g^3w$ | $-e$ | $f$ |
| $g^1g^3w$ | $e$ | $-f$ |

The pairs differ, so these nonzero vectors are independent and span the space; all lie in $p$. To prove independence, the code applies $g^0$, $g^1g^2$ and both to a vanishing combination, then isolates each coefficient with the factor $4ef$.

```lean
/-- Irreducibility: a subspace of spinor space that all four Dirac matrices map into itself
is either zero or the whole space. -/
theorem irreducible (h : IsClifford g) (p : Submodule ℂ (Fin 4 → ℂ))
    (hp : ∀ m, ∀ v ∈ p, g m *ᵥ v ∈ p) : p = ⊥ ∨ p = ⊤ := by
  by_cases hb : p = ⊥
  · exact Or.inl hb
  right
  have H : ∀ i j : Fin 4, i ≠ j → g i * g j + g j * g i = 0 := fun i j hij => h.anti hij
  have A : ∀ i j : Fin 4, i ≠ j → g i * g j = (-1 : ℂ) • (g j * g i) := fun i j hij => by
    rw [neg_one_smul]; exact eq_neg_of_add_eq_zero_left (H i j hij)
  have B1 : g 1 * g 2 * g 1 = (-1 : ℂ) • (g 1 * (g 1 * g 2)) := by
    rw [neg_one_smul]
    linear_combination (norm := noncomm_ring) g 1 * H 2 1 (by decide)
  have B3 : g 1 * g 2 * g 3 = (1 : ℂ) • (g 3 * (g 1 * g 2)) := by
    rw [one_smul]
    linear_combination (norm := noncomm_ring) g 1 * H 2 3 (by decide) - H 1 3 (by decide) * g 2
  have B0 : g 0 * (g 1 * g 2) = (1 : ℂ) • (g 1 * g 2 * g 0) := by
    rw [one_smul]
    linear_combination (norm := noncomm_ring) H 0 1 (by decide) * g 2 - g 1 * H 0 2 (by decide)
  have BB : g 1 * g 2 * (g 1 * g 2) = (Complex.I * Complex.I) • (1 : M4) := by
    have h1 : g 1 * g 2 * (g 1 * g 2) = -(g 1 * g 1 * (g 2 * g 2)) := by
      linear_combination (norm := noncomm_ring) g 1 * H 2 1 (by decide) * g 2
    rw [h1, h.square, h.square]
    simp [sgn]
  -- a joint eigenvector of g 0 and g 1 * g 2 inside p
  obtain ⟨w, hwp, hw, e, f, he, hf, a0, b0⟩ : ∃ w ∈ p, w ≠ 0 ∧ ∃ e f : ℂ, e ≠ 0 ∧ f ≠ 0 ∧
      g 0 *ᵥ w = e • w ∧ (g 1 * g 2) *ᵥ w = f • w := by
    obtain ⟨u, hup, hu⟩ := p.ne_bot_iff.mp hb
    obtain ⟨a, e, he, hv, hve⟩ := eigen_split (g 0) one_ne_zero
      (by rw [h.square]; simp [sgn]) hu
    have hvp := p.add_mem (hp 0 u hup) (p.smul_mem a hup)
    obtain ⟨t, f, hf, hw, hwf⟩ := eigen_split (g 1 * g 2) Complex.I_ne_zero BB hv
    refine ⟨_, p.add_mem ?_ (p.smul_mem t hvp), hw, e, f, he, hf, ?_, hwf⟩
    · rw [← mulVec_mulVec]
      exact hp 1 _ (hp 2 _ hvp)
    · rw [mulVec_add, mulVec_smul, transport B0 hve, hve]
      module
  have nz : ∀ m, ∀ x : Fin 4 → ℂ, x ≠ 0 → g m *ᵥ x ≠ 0 := fun m x hx h0 => by
    have h1 : g m *ᵥ (g m *ᵥ x) = sgn m • x := by
      rw [mulVec_mulVec, h.square, smul_mulVec, one_mulVec]
    rw [h0, mulVec_zero] at h1
    exact smul_ne_zero (sgn_ne m) hx h1.symm
  have a1 := transport (A 0 1 (by decide)) a0
  have a2 := transport (A 0 3 (by decide)) a0
  have a3 := transport (A 0 1 (by decide)) a2
  have b1 := transport B1 b0
  have b2 := transport B3 b0
  have b3 := transport B1 b2
  -- four vectors with different pairs of eigenvalues are independent
  have li : LinearIndependent ℂ ![w, g 1 *ᵥ w, g 3 *ᵥ w, g 1 *ᵥ (g 3 *ᵥ w)] := by
    rw [Fintype.linearIndependent_iff]
    intro c hc
    rw [Fin.sum_univ_four] at hc
    have h0 : c 0 • w + c 1 • (g 1 *ᵥ w) + c 2 • (g 3 *ᵥ w)
      + c 3 • (g 1 *ᵥ (g 3 *ᵥ w)) = 0 := hc
    have h1 := congrArg (fun z => g 0 *ᵥ z) h0
    simp only [mulVec_add, mulVec_smul, mulVec_zero, a0, a1, a2, a3] at h1
    have h2 := congrArg (fun z => (g 1 * g 2) *ᵥ z) h0
    simp only [mulVec_add, mulVec_smul, mulVec_zero, b0, b1, b2, b3] at h2
    have h3 := congrArg (fun z => (g 1 * g 2) *ᵥ z) h1
    simp only [mulVec_add, mulVec_smul, mulVec_zero, b0, b1, b2, b3] at h3
    have z : ∀ (k : ℂ) (x : Fin 4 → ℂ), x ≠ 0 → (4 * e * f * k) • x = 0 → k = 0 := by
      intro k x hx hk
      simpa [he, hf] using (smul_eq_zero.mp hk).resolve_right hx
    intro i
    fin_cases i
    · exact z (c 0) w hw (by
        linear_combination (norm := module) (e * f) • h0 + f • h1 + e • h2 + h3)
    · exact z (c 1) _ (nz 1 w hw) (by
        linear_combination (norm := module) (e * f) • h0 - f • h1 - e • h2 + h3)
    · exact z (c 2) _ (nz 3 w hw) (by
        linear_combination (norm := module) (e * f) • h0 - f • h1 + e • h2 - h3)
    · exact z (c 3) _ (nz 1 _ (nz 3 w hw)) (by
        linear_combination (norm := module) (e * f) • h0 + f • h1 - e • h2 - h3)
  have hs := li.span_eq_top_of_card_eq_finrank' (by simp)
  rw [eq_top_iff, ← hs, Submodule.span_le]
  rintro _ ⟨i, rfl⟩
  fin_cases i
  · exact hwp
  · exact hp 1 _ hwp
  · exact hp 3 _ hwp
  · exact hp 1 _ (hp 3 _ hwp)
```

### (k) The charge-conjugation matrix

Find an invertible $C$ with
$$Cg^mC^{-1}=-(g^m)^T\quad\text{for all }m.$$

Four uses of (g), starting from $\mathbf 1$, give $C\neq0$ with $(g^m)^TC=-Cg^m$ for every $m$. If $Cx=0$, then $Cg^mx=-(g^m)^TCx=0$, so the kernel is invariant. By (j) it is zero or everything; the latter would make $C=0$. Hence $C$ is invertible, and multiplying by $C^{-1}$ on the right finishes.

`IsUnit C` states invertibility. Taking $C$ from the group $GL(4,\mathbb C)$ would put that condition into its type, with the same mathematical content. The result concerns a matrix on spinor indices, not the charge-conjugation operator on quantum fields, and leaves uniqueness and the symmetry of $C$ open.

```lean
/-- For any four complex 4 by 4 matrices obeying the Clifford relation there is an invertible `C`
with `C g^m C⁻¹ = -(g^m)ᵀ` for all `m`. -/
theorem exists_charge_conjugation (h : IsClifford g) :
    ∃ C : M4, IsUnit C ∧ ∀ m, C * g m * C⁻¹ = -(g m)ᵀ := by
  -- impose the relation for one index after the other, starting from the identity
  obtain ⟨X, hX, x0, -⟩ := conjugation_step h 0 (one_ne_zero : (1 : M4) ≠ 0)
  obtain ⟨Y, hY, y1, ky⟩ := conjugation_step h 1 hX
  obtain ⟨Z, hZ, z2, kz⟩ := conjugation_step h 2 hY
  obtain ⟨C, hC, c3, kc⟩ := conjugation_step h 3 hZ
  have hrel : ∀ m, (g m)ᵀ * C = -(C * g m) := by
    intro m
    fin_cases m
    · exact kc 0 (by decide) (kz 0 (by decide) (ky 0 (by decide) x0))
    · exact kc 1 (by decide) (kz 1 (by decide) y1)
    · exact kc 2 (by decide) z2
    · exact c3
  have hdet : C.det ≠ 0 := by
    intro hd
    obtain ⟨v, hv, hCv⟩ := Matrix.exists_mulVec_eq_zero_iff.mpr hd
    -- the kernel of C is invariant, hence trivial or everything
    rcases irreducible h (LinearMap.ker C.mulVecLin) (fun m x hx => by
      rw [LinearMap.mem_ker, mulVecLin_apply] at hx ⊢
      have h1 : C * g m = -((g m)ᵀ * C) := by rw [hrel m, neg_neg]
      rw [mulVec_mulVec, h1, neg_mulVec, ← mulVec_mulVec, hx, mulVec_zero, neg_zero]) with hk | hk
    · have hm : v ∈ LinearMap.ker C.mulVecLin := by
        rw [LinearMap.mem_ker, mulVecLin_apply]; exact hCv
      rw [hk, Submodule.mem_bot] at hm
      exact hv hm
    · apply hC
      ext i j
      have hm : (Pi.single j 1 : Fin 4 → ℂ) ∈ LinearMap.ker C.mulVecLin := by
        rw [hk]; exact Submodule.mem_top
      rw [LinearMap.mem_ker, mulVecLin_apply] at hm
      simpa using congrFun hm i
  have hu : IsUnit C.det := isUnit_iff_ne_zero.mpr hdet
  refine ⟨C, (Matrix.isUnit_iff_isUnit_det C).mpr hu, fun m => ?_⟩
  have h1 : C * g m = -((g m)ᵀ * C) := by rw [hrel m, neg_neg]
  rw [h1, neg_mul, mul_assoc, Matrix.mul_nonsing_inv _ hu, mul_one]
```

### (l) Reversing the mass sign

With $C$ as in (k), let a row spinor satisfy $\bar u\slashed p=M\bar u$. Show that
$$\slashed p\,(C^{-1}\bar u^T)=-M\,C^{-1}\bar u^T.$$

From (k), $g^mC^{-1}=-C^{-1}(g^m)^T$. Summing with $p_m$ gives $\slashed pC^{-1}\bar u^T=-C^{-1}(\bar u\slashed p)^T=-MC^{-1}\bar u^T$.

Suppose that $p_m$ and $M$ are real and that the matrices also satisfy $(g^m)^\dagger=g^0g^mg^0$, as in the usual representations. Then a column solution of $\slashed p u=Mu$ gives such a row, $\bar u=u^\dagger g^0$, and for $M>0$ and $p_0>0$ the result turns a particle spinor into an antiparticle spinor. In Lean $p_m$ and $M$ may be complex, and `ubar` is any row, not necessarily built from a column spinor.

```lean
/-- If a row spinor `ubar` solves the momentum-space Dirac equation with mass `M`, the column
spinor `C⁻¹ ubarᵀ` solves the equation with `M` replaced by `-M`. -/
theorem conjugate_spinor {C : M4} (hC : IsUnit C) (hrel : ∀ m, C * g m * C⁻¹ = -(g m)ᵀ)
    (p : Fin 4 → ℂ) (M : ℂ) (ubar : Fin 4 → ℂ) (hu : ubar ᵥ* slash g p = M • ubar) :
    slash g p *ᵥ (C⁻¹ *ᵥ ubar) = (-M) • (C⁻¹ *ᵥ ubar) := by
  have hd := (Matrix.isUnit_iff_isUnit_det C).mp hC
  have h1 : ∀ m, g m * C⁻¹ = -(C⁻¹ * (g m)ᵀ) := fun m => by
    calc g m * C⁻¹ = C⁻¹ * (C * g m * C⁻¹) := by
          rw [mul_assoc, ← mul_assoc C⁻¹, Matrix.nonsing_inv_mul _ hd, one_mul]
      _ = -(C⁻¹ * (g m)ᵀ) := by rw [hrel m, mul_neg]
  have h2 : slash g p * C⁻¹ = -(C⁻¹ * (slash g p)ᵀ) := by
    unfold slash
    rw [Finset.sum_mul, transpose_sum, Finset.mul_sum, ← Finset.sum_neg_distrib]
    refine Finset.sum_congr rfl fun m _ => ?_
    rw [smul_mul_assoc, transpose_smul, mul_smul_comm, h1, smul_neg]
  rw [mulVec_mulVec, h2, neg_mulVec, ← mulVec_mulVec, mulVec_transpose, hu, mulVec_smul, neg_smul]
```

### (m) A Majorana example

Show that the purely imaginary matrices $g^m=iN_m$, with the integer $N_m$ below, obey the Clifford relation. Because $i^2=-1$, the task is
$$N_mN_n+N_nN_m=-2\eta^{mn}\mathbf 1.$$
Multiplying out the integer matrices confirms it; `decide +kernel` does this entry by entry. The Clifford condition is therefore satisfiable.

```lean
/-- Four real integer matrices from which the Majorana representation is built. -/
def majoranaInt : Fin 4 → Matrix (Fin 4) (Fin 4) ℤ :=
  ![!![0, 0, 0, 1; 0, 0, 1, 0; 0, -1, 0, 0; -1, 0, 0, 0],
    !![0, 0, 1, 0; 0, 0, 0, 1; 1, 0, 0, 0; 0, 1, 0, 0],
    !![1, 0, 0, 0; 0, 1, 0, 0; 0, 0, -1, 0; 0, 0, 0, -1],
    !![0, 0, 0, 1; 0, 0, -1, 0; 0, -1, 0, 0; 1, 0, 0, 0]]

/-- A Majorana representation: purely imaginary Dirac matrices. -/
def majorana (m : Fin 4) : M4 := Complex.I • (majoranaInt m).map (fun k : ℤ => (k : ℂ))

/-- The Majorana matrices obey the Clifford relation. -/
theorem isClifford_witness : IsClifford majorana := by
  have key : ∀ m n i j : Fin 4, ∑ k, (majoranaInt m i k * majoranaInt n k j
      + majoranaInt n i k * majoranaInt m k j)
      = if m = n ∧ i = j then (if m = 0 then -2 else 2) else 0 := by decide +kernel
  intro m n
  ext i j
  have e : (majorana m * majorana n + majorana n * majorana m) i j
      = -((∑ k, (majoranaInt m i k * majoranaInt n k j
        + majoranaInt n i k * majoranaInt m k j) : ℤ) : ℂ) := by
    simp only [majorana, Matrix.add_apply, Matrix.mul_apply, Matrix.smul_apply,
      Matrix.map_apply, smul_eq_mul]
    rw [Int.cast_sum, ← Finset.sum_add_distrib, ← Finset.sum_neg_distrib]
    refine Finset.sum_congr rfl fun k _ => ?_
    push_cast
    linear_combination ((majoranaInt m i k : ℂ) * (majoranaInt n k j : ℂ)
      + (majoranaInt n i k : ℂ) * (majoranaInt m k j : ℂ)) * Complex.I_sq
  rw [e, key]
  rcases eq_or_ne m n with rfl | hmn
  · by_cases hij : i = j <;> by_cases hm : m = 0 <;>
      simp [hij, hm, sgn]
  · simp [hmn]

end

end ChargeConjugationExistence
```

```lean
#print axioms ChargeConjugationExistence.conjugation_step
#print axioms ChargeConjugationExistence.exists_charge_conjugation
#print axioms ChargeConjugationExistence.conjugate_spinor
```

```
'ChargeConjugationExistence.conjugation_step' depends on axioms: [propext, Classical.choice, Quot.sound]
'ChargeConjugationExistence.exists_charge_conjugation' depends on axioms: [propext, Classical.choice, Quot.sound]
'ChargeConjugationExistence.conjugate_spinor' depends on axioms: [propext, Classical.choice, Quot.sound]
```
